# A parallelogram benzenoid of m × n hexagons has choose(m+n, m) Kekulé structures

In a benzenoid hydrocarbon each carbon atom contributes one π electron, and a Kekulé structure pairs these electrons into double bonds between neighbouring atoms. Benzene allows two such pairings and naphthalene three. How many are there when the hexagons fill a parallelogram with m hexagons along one side and n along the other?

In valence-bond and resonance treatments restricted to nearest-neighbour pairings, this number is the count of structures to be superposed; it gives neither their weights nor an energy.

```lean
import Mathlib

namespace ParallelogramBenzenoid
```

## Atoms and bonds on a grid

The carbon skeleton is bipartite, so its atoms can be coloured black and white with every bond joining the two colours. Both colours carry labels (i,j) with 0 ≤ i ≤ m and 0 ≤ j ≤ n. Black (m,n) and white (0,0) are left out, since each would hang on the skeleton by a single bond.

```lean
/-- Black atoms: grid points `(i, j)` with `i ≤ m`, `j ≤ n`, except `(m, n)`. -/
abbrev Black (m n : ℕ) :=
  {p : ℕ × ℕ // (p.1 ≤ m ∧ p.2 ≤ n) ∧ ¬(p.1 = m ∧ p.2 = n)}

/-- White atoms: grid points `(i, j)` with `i ≤ m`, `j ≤ n`, except `(0, 0)`. -/
abbrev White (m n : ℕ) :=
  {p : ℕ × ℕ // (p.1 ≤ m ∧ p.2 ≤ n) ∧ ¬(p.1 = 0 ∧ p.2 = 0)}
```

Black (i,j) is bonded to white (i,j), (i+1,j) and (i,j+1), whenever these exist. For i < m and j < n, one hexagon is the ring

B(i,j) – W(i+1,j) – B(i+1,j) – W(i+1,j+1) – B(i,j+1) – W(i,j+1) – B(i,j).

Identifying this labelled graph with the drawn molecule is the step that the Lean code takes as given.

```lean
/-- Black `(i, j)` is bonded to white `(i, j)`, `(i+1, j)` and `(i, j+1)`. -/
def Bonded (b w : ℕ × ℕ) : Prop :=
  w = b ∨ w = (b.1 + 1, b.2) ∨ w = (b.1, b.2 + 1)
```

A Kekulé structure is a perfect matching. In Lean it is a bijection `f` from black to white atoms, together with a proof that partners are bonded. Structures related by a symmetry of the molecule count separately.

```lean
/-- A Kekulé structure (perfect matching): a one-to-one pairing of all black atoms with
all white atoms in which partners are bonded. -/
abbrev Kekule (m n : ℕ) :=
  {f : Black m n ≃ White m n // ∀ b, Bonded b.1 (f b).1}
```

## A lattice path encodes the double bonds

Call the atoms with i + j = k row k. Let S be a set of rows, and start a path at (0,0) that raises i by one on leaving a row in S and raises j by one on leaving any other row. Its first coordinate at row k is

c_k = number of elements of S below k.

The code calls this `column S k`; it is a coordinate, not a matrix column.

```lean
/-- First coordinate, at row `k`, of the lattice path from `(0, 0)` that increases `i` at the
rows in `S` and `j` at the others. -/
def column (S : Finset ℕ) (k : ℕ) : ℕ := Nat.count (· ∈ S) k
```

The path prescribes a pairing: a black atom on it takes the next path point as its white partner, and any other black atom takes the white atom with its own label.

```lean
/-- The pairing rule of a path: a black atom on the path is paired with the next point of
the path, any other black atom with the white atom of the same label. -/
def partner (S : Finset ℕ) (p : ℕ × ℕ) : ℕ × ℕ :=
  if p.1 = column S (p.1 + p.2) then
    (if p.1 + p.2 ∈ S then (p.1 + 1, p.2) else (p.1, p.2 + 1))
  else p
```

For naphthalene, m = 2 and n = 1, so S contains two of the rows 0, 1, 2:

S = {0,1}: (0,0) → (1,0) → (2,0) → (2,1)
S = {0,2}: (0,0) → (1,0) → (1,1) → (2,1)
S = {1,2}: (0,0) → (0,1) → (1,1) → (2,1)

Each arrow is a double bond from a black to a white atom. The two black atoms off the path keep their own labels, which makes five double bonds in each of the three structures.

Conversely, a given Kekulé structure defines a set S: the rows in which some black (i,j) is paired with white (i+1,j).

```lean
open Classical in
/-- The rows `i + j = k` in which a Kekulé structure pairs some black `(i, j)` with
white `(i+1, j)`. -/
noncomputable def steps {m n : ℕ} (f : Kekule m n) : Finset ℕ :=
  (Finset.range (m + n)).filter fun k =>
    ∃ b : Black m n, b.1.1 + b.1.2 = k ∧ (f.1 b).1 = (b.1.1 + 1, b.1.2)

/-- A row belongs to `steps f` exactly when it lies below `m + n` and some black `(i, j)` in it
is paired with white `(i+1, j)`. -/
theorem mem_steps {m n : ℕ} (f : Kekule m n) (k : ℕ) :
    k ∈ steps f ↔ k < m + n ∧
      ∃ b : Black m n, b.1.1 + b.1.2 = k ∧ (f.1 b).1 = (b.1.1 + 1, b.1.2) := by
  classical
  simp only [steps, Finset.mem_filter, Finset.mem_range]
```

The path coordinate obeys

c_{k+1} = c_k + 1 if k ∈ S, and c_{k+1} = c_k otherwise.

```lean
/-- From one row to the next the path increases `i` by one exactly when the row is in `S`. -/
theorem column_succ (S : Finset ℕ) (k : ℕ) :
    column S (k + 1) = column S k + if k ∈ S then 1 else 0 :=
  Nat.count_succ _ _
```

Summing over d rows gives

c_k ≤ c_{k+d} ≤ c_k + d.

```lean
/-- Over `d` rows the first coordinate of the path grows by at least `0` and at most `d`. -/
theorem column_add (S : Finset ℕ) (k d : ℕ) :
    column S k ≤ column S (k + d) ∧ column S (k + d) ≤ column S k + d := by
  induction d with
  | zero => simp
  | succ d ih =>
    have e : column S (k + (d + 1)) = column S (k + d) + if k + d ∈ S then 1 else 0 :=
      column_succ S (k + d)
    split_ifs at e <;> omega
```

If all elements of S lie below N, then c_N = |S|.

```lean
/-- If all rows of `S` lie below `N`, the path has first coordinate `|S|` at row `N`. -/
theorem column_eq_card {S : Finset ℕ} {N : ℕ} (h : S ⊆ Finset.range N) :
    column S N = S.card := by
  unfold column
  rw [Nat.count_eq_card_filter_range]
  congr 1
  ext k
  rw [Finset.mem_filter]
  exact ⟨fun h' => h'.2, fun h' => ⟨h h', h'⟩⟩
```

The pairing rule therefore has three cases: a step in i, a step in j, or no shift. The next lemma records them as equations between coordinates, which `omega` can later combine.

```lean
/-- The three cases of the pairing rule: a step in `i`, a step in `j`, or no shift. -/
theorem partner_spec (S : Finset ℕ) (p : ℕ × ℕ) :
    (p.1 = column S (p.1 + p.2) ∧ column S (p.1 + p.2 + 1) = p.1 + 1 ∧ p.1 + p.2 ∈ S ∧
      (partner S p).1 = p.1 + 1 ∧ (partner S p).2 = p.2) ∨
    (p.1 = column S (p.1 + p.2) ∧ column S (p.1 + p.2 + 1) = p.1 ∧ p.1 + p.2 ∉ S ∧
      (partner S p).1 = p.1 ∧ (partner S p).2 = p.2 + 1) ∨
    (p.1 ≠ column S (p.1 + p.2) ∧ (partner S p).1 = p.1 ∧ (partner S p).2 = p.2) := by
  have e := column_succ S (p.1 + p.2)
  unfold partner
  by_cases h1 : p.1 = column S (p.1 + p.2)
  · by_cases h2 : p.1 + p.2 ∈ S
    · rw [if_pos h2] at e
      rw [if_pos h1, if_pos h2]
      exact Or.inl ⟨h1, by omega, h2, rfl, rfl⟩
    · rw [if_neg h2] at e
      rw [if_pos h1, if_neg h2]
      exact Or.inr (Or.inl ⟨h1, by omega, h2, rfl, rfl⟩)
  · rw [if_neg h1]
    exact Or.inr (Or.inr ⟨h1, rfl, rfl⟩)
```

## Every Kekulé structure follows its path

Call a black atom shifted if its partner has a different label. With S read off from the structure, the claim for each k ≤ m + n is that c_k ≤ m, that k − c_k ≤ n, and that a black atom of row k is shifted exactly when i = c_k.

In row 0, black (0,0), if present, must shift because white (0,0) is missing.

Suppose the claim holds for row k < m + n. The path point there is not (m,n), so it is a black atom v, the only shifted one in its row. By the definition of S, its partner is the path point of row k+1; since that white atom exists, the bounds hold there too.

Now take a black atom b in row k+1. If b is shifted, the white atom with its label is taken by another black atom, which the bond rule places in row k. That atom is shifted, hence it is v, and b lies on the path. Conversely, if b lies on the path, v has already taken the white atom with its label, so b must shift.

```lean
/-- In a Kekulé structure the path given by `steps f` stays in the parallelogram up to row
`m + n`, and a black atom is shifted (not paired with the white atom of its own label)
exactly when it lies on that path. -/
theorem shifted_iff_on_path {m n : ℕ} (f : Kekule m n) (k : ℕ) (hk : k ≤ m + n) :
    column (steps f) k ≤ m ∧ k ≤ column (steps f) k + n ∧
      ∀ b : Black m n, b.1.1 + b.1.2 = k →
        ((f.1 b).1 ≠ b.1 ↔ b.1.1 = column (steps f) k) := by
  induction k with
  | zero =>
    have h0 : column (steps f) 0 = 0 := Nat.count_zero _
    refine ⟨by omega, by omega, fun b hb => ⟨fun _ => by omega, fun _ h => ?_⟩⟩
    -- white (0,0) is missing, so black (0,0) has to shift
    refine (f.1 b).2.2 ?_
    rw [h]
    omega
  | succ k ih =>
    obtain ⟨h1, h2, h3⟩ := ih (by omega)
    have hc : column (steps f) k ≤ k := Nat.count_le _
    have hin : (column (steps f) k ≤ m ∧ k - column (steps f) k ≤ n) ∧
        ¬(column (steps f) k = m ∧ k - column (steps f) k = n) := by omega
    -- v is the only shifted black atom of row k
    obtain ⟨v, hv1, hv2⟩ : ∃ v : Black m n,
        v.1.1 = column (steps f) k ∧ v.1.1 + v.1.2 = k :=
      ⟨⟨(column (steps f) k, k - column (steps f) k), hin⟩, rfl, Nat.add_sub_cancel' hc⟩
    have hvm : (f.1 v).1 ≠ v.1 := (h3 v hv2).2 hv1
    have uniq : ∀ b : Black m n, b.1.1 + b.1.2 = k → (f.1 b).1 ≠ b.1 → b = v := by
      intro b hb hne
      have := (h3 b hb).1 hne
      exact Subtype.ext (Prod.ext (by omega) (by omega))
    have hS : k ∈ steps f ↔ (f.1 v).1 = (v.1.1 + 1, v.1.2) := by
      rw [mem_steps]
      constructor
      · rintro ⟨-, b, hb, hfb⟩
        have hbv : b = v := uniq b hb (by
          rw [hfb]
          exact fun h => absurd (congrArg Prod.fst h) (Nat.succ_ne_self _))
        rw [← hbv]
        exact hfb
      · exact fun h => ⟨by omega, v, hv2, h⟩
    -- its partner is the next point of the path
    have hw : (f.1 v).1.1 = column (steps f) (k + 1) ∧
        (f.1 v).1.1 + (f.1 v).1.2 = k + 1 := by
      rw [column_succ]
      rcases f.2 v with h | h | h
      · exact absurd h hvm
      · rw [if_pos (hS.2 h), h]
        dsimp only
        omega
      · have hn : k ∉ steps f := fun hk' =>
          absurd (congrArg Prod.fst ((hS.1 hk').symm.trans h)) (Nat.succ_ne_self _)
        rw [if_neg hn, h]
        dsimp only
        omega
    have hwb : (f.1 v).1.1 ≤ m ∧ (f.1 v).1.2 ≤ n := (f.1 v).2.1
    refine ⟨by omega, by omega, fun b hb => ⟨fun hne => ?_, fun hcol heq => ?_⟩⟩
    · -- the white atom with the label of b is taken by a shifted atom of row k, hence by v
      have hb0 : ¬(b.1.1 = 0 ∧ b.1.2 = 0) := by omega
      obtain ⟨c, hc'⟩ := f.1.surjective (⟨b.1, b.2.1, hb0⟩ : White m n)
      have hcb : (f.1 c).1 = b.1 := congrArg Subtype.val hc'
      have hne' : c ≠ b := by
        intro h
        rw [h] at hcb
        exact hne hcb
      have hlev : c.1.1 + c.1.2 = k := by
        rcases f.2 c with h | h | h
        · exact absurd (Subtype.ext (h.symm.trans hcb)) hne'
        all_goals
          rw [hcb] at h
          have e1 := congrArg Prod.fst h
          have e2 := congrArg Prod.snd h
          dsimp only at e1 e2
          omega
      have hcv : c = v := uniq c hlev (by
        rw [hcb]
        exact fun h => hne' (Subtype.ext h.symm))
      rw [← hcb, hcv]
      exact hw.1
    · -- if b kept its own white atom, that atom would have two partners
      have e : b.1 = (f.1 v).1 := Prod.ext (by omega) (by omega)
      have hbv : b = v := f.1.injective (Subtype.ext (heq.trans e))
      rw [hbv] at hb
      omega
```

The path now fixes every partner. An atom off the path is unshifted. An atom on it is the only shifted one in its row, so it steps in i if the row is in S and in j if not.

```lean
/-- Every Kekulé structure follows the pairing rule of its own path. -/
theorem eq_partner_steps {m n : ℕ} (f : Kekule m n) (b : Black m n) :
    (f.1 b).1 = partner (steps f) b.1 := by
  have hb : (b.1.1 ≤ m ∧ b.1.2 ≤ n) ∧ ¬(b.1.1 = m ∧ b.1.2 = n) := b.2
  have h3 := (shifted_iff_on_path f (b.1.1 + b.1.2) (by omega)).2.2
  rcases partner_spec (steps f) b.1 with ⟨a, -, hk, d, e⟩ | ⟨a, -, hk, d, e⟩ | ⟨a, d, e⟩
  · rw [mem_steps] at hk
    obtain ⟨-, c, hc, hfc⟩ := hk
    have hc1 := (h3 c hc).1 (by
      rw [hfc]
      exact fun h => absurd (congrArg Prod.fst h) (Nat.succ_ne_self _))
    have hcb : c = b := Subtype.ext (Prod.ext (by omega) (by omega))
    rw [hcb] at hfc
    rw [hfc]
    exact Prod.ext d.symm e.symm
  · rcases f.2 b with h | h | h
    · exact absurd h ((h3 b rfl).2 a)
    · refine absurd ?_ hk
      rw [mem_steps]
      exact ⟨by omega, b, rfl, h⟩
    · rw [h]
      exact Prod.ext d.symm e.symm
  · have h : (f.1 b).1 = b.1 := by
      by_contra hne
      exact a ((h3 b rfl).1 hne)
    rw [h]
    exact Prod.ext d.symm e.symm
```

## Every path gives a Kekulé structure

Let S contain m of the rows 0, …, m+n−1. Then c_{m+n} = m, and the growth bounds give

c_k ≤ m and m ≤ c_k + (m + n − k), hence k − c_k ≤ n.

The path stays inside the parallelogram and ends at (m,n).

The pairing rule is injective: shifted atoms go to distinct path points, unshifted atoms to distinct points off the path. It is surjective: a white atom on the path is reached from the previous row, and one off the path from the black atom with its label, which exists because (m,n) is on the path. Lean checks injectivity by running through the nine combinations of cases for two atoms. Finally, the rows with an i-step are again S.

```lean
/-- Every choice of `m` rows among the first `m + n` is the set of `i`-steps of some
Kekulé structure. -/
theorem exists_kekule {m n : ℕ} {S : Finset ℕ} (hS : S ⊆ Finset.range (m + n))
    (hcard : S.card = m) : ∃ f : Kekule m n, steps f = S := by
  have hend : column S (m + n) = m := (column_eq_card hS).trans hcard
  have h0 : column S 0 = 0 := Nat.count_zero _
  -- the path stays inside the parallelogram
  have bounds : ∀ k ≤ m + n, column S k ≤ m ∧ k ≤ column S k + n := by
    intro k hk
    have h := column_add S k (m + n - k)
    rw [Nat.add_sub_cancel' hk, hend] at h
    omega
  have hrow : ∀ k < m + n, ∃ b : Black m n, b.1.1 = column S k ∧ b.1.1 + b.1.2 = k := by
    intro k hk
    have hb := bounds k hk.le
    have hc : column S k ≤ k := Nat.count_le _
    have hin : (column S k ≤ m ∧ k - column S k ≤ n) ∧
        ¬(column S k = m ∧ k - column S k = n) := by omega
    exact ⟨⟨(column S k, k - column S k), hin⟩, rfl, Nat.add_sub_cancel' hc⟩
  have hmem : ∀ b : Black m n, ((partner S b.1).1 ≤ m ∧ (partner S b.1).2 ≤ n) ∧
      ¬((partner S b.1).1 = 0 ∧ (partner S b.1).2 = 0) := by
    intro b
    have hb : (b.1.1 ≤ m ∧ b.1.2 ≤ n) ∧ ¬(b.1.1 = m ∧ b.1.2 = n) := b.2
    have hb' := bounds (b.1.1 + b.1.2 + 1) (by omega)
    rcases partner_spec S b.1 with ⟨a, c, -, d, e⟩ | ⟨a, c, -, d, e⟩ | ⟨a, d, e⟩
    · omega
    · omega
    · refine ⟨by omega, fun h => a ?_⟩
      have hz : b.1.1 + b.1.2 = 0 := by omega
      rw [hz, h0]
      omega
  let g : Black m n → White m n := fun b => ⟨partner S b.1, hmem b⟩
  have hinj : Function.Injective g := by
    intro b c h
    have h1 : (partner S b.1).1 = (partner S c.1).1 :=
      congrArg (fun w : White m n => w.1.1) h
    have h2 : (partner S b.1).2 = (partner S c.1).2 :=
      congrArg (fun w : White m n => w.1.2) h
    have e0 : b.1.1 + b.1.2 = c.1.1 + c.1.2 →
        column S (b.1.1 + b.1.2) = column S (c.1.1 + c.1.2) := fun h => congrArg _ h
    have e1 : b.1.1 + b.1.2 + 1 = c.1.1 + c.1.2 →
        column S (b.1.1 + b.1.2 + 1) = column S (c.1.1 + c.1.2) := fun h => congrArg _ h
    have e2 : c.1.1 + c.1.2 + 1 = b.1.1 + b.1.2 →
        column S (c.1.1 + c.1.2 + 1) = column S (b.1.1 + b.1.2) := fun h => congrArg _ h
    have key : b.1.1 = c.1.1 ∧ b.1.2 = c.1.2 := by
      rcases partner_spec S b.1 with ⟨_, _, -, _, _⟩ | ⟨_, _, -, _, _⟩ | ⟨_, _, _⟩ <;>
      rcases partner_spec S c.1 with ⟨_, _, -, _, _⟩ | ⟨_, _, -, _, _⟩ | ⟨_, _, _⟩ <;>
      omega
    exact Subtype.ext (Prod.ext key.1 key.2)
  have hsurj : Function.Surjective g := by
    intro w
    have hw : (w.1.1 ≤ m ∧ w.1.2 ≤ n) ∧ ¬(w.1.1 = 0 ∧ w.1.2 = 0) := w.2
    by_cases hp : w.1.1 = column S (w.1.1 + w.1.2)
    · -- a white atom on the path is reached from the previous row
      obtain ⟨k, hk⟩ : ∃ k, w.1.1 + w.1.2 = k + 1 := ⟨w.1.1 + w.1.2 - 1, by omega⟩
      obtain ⟨b, hb1, hb2⟩ := hrow k (by omega)
      rw [hk] at hp
      have hs := partner_spec S b.1
      rw [hb2] at hs
      refine ⟨b, Subtype.ext ?_⟩
      change partner S b.1 = w.1
      rcases hs with ⟨_, _, -, _, _⟩ | ⟨_, _, -, _, _⟩ | ⟨_, _, _⟩ <;>
        exact Prod.ext (by omega) (by omega)
    · have hne : ¬(w.1.1 = m ∧ w.1.2 = n) := by
        rintro ⟨h1, h2⟩
        apply hp
        rw [h1, h2, hend]
      refine ⟨⟨w.1, w.2.1, hne⟩, Subtype.ext ?_⟩
      change partner S w.1 = w.1
      exact if_neg hp
  have hbond : ∀ b : Black m n, Bonded b.1 (partner S b.1) := by
    intro b
    rcases partner_spec S b.1 with ⟨-, -, -, d, e⟩ | ⟨-, -, -, d, e⟩ | ⟨-, d, e⟩
    · exact Or.inr (Or.inl (Prod.ext d e))
    · exact Or.inr (Or.inr (Prod.ext d e))
    · exact Or.inl (Prod.ext d e)
  refine ⟨⟨Equiv.ofBijective g ⟨hinj, hsurj⟩, hbond⟩, ?_⟩
  -- the path of this structure is the prescribed one
  ext k
  rw [mem_steps]
  constructor
  · rintro ⟨-, b, hb, h⟩
    have h1 : (partner S b.1).1 = b.1.1 + 1 := congrArg Prod.fst h
    rcases partner_spec S b.1 with ⟨-, -, hk, -, -⟩ | ⟨-, -, -, d, -⟩ | ⟨-, d, -⟩
    · rw [← hb]
      exact hk
    · omega
    · omega
  · intro hk
    have hlt := Finset.mem_range.1 (hS hk)
    obtain ⟨b, hb1, hb2⟩ := hrow k hlt
    refine ⟨hlt, b, hb2, ?_⟩
    change partner S b.1 = (b.1.1 + 1, b.1.2)
    rcases partner_spec S b.1 with ⟨-, -, -, d, e⟩ | ⟨-, -, hn, -, -⟩ | ⟨a, -, -⟩
    · exact Prod.ext d e
    · exact (hn (by rw [hb2]; exact hk)).elim
    · exact (a (by rw [hb2]; exact hb1)).elim
```

## Counting the paths

For any Kekulé structure, the bounds at k = m + n give c_{m+n} ≤ m and m + n ≤ c_{m+n} + n, so |S| = m. Sending a structure to S is thus a bijection onto the m-element subsets of m + n rows:

number of Kekulé structures = choose(m+n, m).

The theorem holds for all natural m and n. If either is zero there are no hexagons, and the single matching is that of an open chain or, for m = n = 0, of the empty graph.

```lean
/-- The `m` by `n` parallelogram benzenoid has `(m + n).choose m` Kekulé structures. -/
theorem card_kekule (m n : ℕ) : Nat.card (Kekule m n) = (m + n).choose m := by
  have hsub : ∀ f : Kekule m n, steps f ⊆ Finset.range (m + n) :=
    fun f k hk => Finset.mem_range.2 ((mem_steps f k).1 hk).1
  have hcard : ∀ f : Kekule m n, (steps f).card = m := by
    intro f
    have h := shifted_iff_on_path f (m + n) le_rfl
    have h1 := h.1
    have h2 := h.2.1
    have h3 := column_eq_card (hsub f)
    omega
  let F : Kekule m n → {S // S ∈ Finset.powersetCard m (Finset.range (m + n))} :=
    fun f => ⟨steps f, Finset.mem_powersetCard.2 ⟨hsub f, hcard f⟩⟩
  have hF : Function.Bijective F := by
    constructor
    · intro f g h
      have hs : steps f = steps g := congrArg Subtype.val h
      refine Subtype.ext (Equiv.ext fun b => Subtype.ext ?_)
      rw [eq_partner_steps f, eq_partner_steps g, hs]
    · rintro ⟨S, hS⟩
      obtain ⟨h1, h2⟩ := Finset.mem_powersetCard.1 hS
      obtain ⟨f, hf⟩ := exists_kekule h1 h2
      exact ⟨f, Subtype.ext hf⟩
  rw [Nat.card_congr (Equiv.ofBijective F hF), Nat.card_eq_fintype_card,
    Fintype.card_coe, Finset.card_powersetCard, Finset.card_range]
```

For n = 1 and m ≥ 1 the molecule is a linear acene, and the count grows only linearly with its length:

choose(m+1, m) = m + 1.

```lean
/-- A linear chain of `m` fused hexagons (the case `n = 1`) has `m + 1` Kekulé structures. -/
theorem card_kekule_acene (m : ℕ) : Nat.card (Kekule m 1) = m + 1 := by
  rw [card_kekule, Nat.choose_succ_self_right]

end ParallelogramBenzenoid
```

```lean
#print axioms ParallelogramBenzenoid.card_kekule
#print axioms ParallelogramBenzenoid.card_kekule_acene
```

```
'ParallelogramBenzenoid.card_kekule' depends on axioms: [propext, Classical.choice, Quot.sound]
'ParallelogramBenzenoid.card_kekule_acene' depends on axioms: [propext, Classical.choice, Quot.sound]
```
